# For A(t) = E₁₂ + t E₂₃, the exponential of ∫A fails U′ = AU at every t ≠ 0, and a corner term −t³/12 repairs it

To advance a linear system $U' = A(t)\,U$ over a finite time step, a calculation can integrate $A$ over the step and take a single matrix exponential of the result. For a continuous $A$ whose values at different times commute, that gives the exact propagator. The example below shows what happens in a small case where they do not commute. The failure sits in one matrix entry, and so does the correction.

```lean
import Mathlib

namespace MagnusCounterexample

noncomputable section
```

## A generator that does not commute with itself

Write $E_{ij}$ for the 3 by 3 matrix with a one in row $i$, column $j$, and zeros elsewhere. All the matrices that get exponentiated have the form

$$a\,E_{12} + b\,E_{23} + c\,E_{13} = \begin{pmatrix} 0 & a & c\\ 0 & 0 & b\\ 0 & 0 & 0\end{pmatrix}$$

with real $a, b, c$. In Lean this is `gen a b c`, with the corner coefficient last. Lean numbers rows and columns from zero, so the (1,3) entry of a matrix is reached there by the indices `0 2`.

```lean
/-- The strictly upper triangular matrix `a E12 + b E23 + c E13`. -/
def gen (a b c : ℝ) : Matrix (Fin 3) (Fin 3) ℝ :=
  !![0, a, c; 0, 0, b; 0, 0, 0]
```

The evolution equation is stated at one time $t$: every entry of $U$ has a derivative at $t$, equal to the corresponding entry of $A(t)U(t)$. The predicate `SolvesAt A U t` says this. The derivative is two-sided and time runs over all real numbers, so a solution is followed backwards as well as forwards from $t = 0$.

```lean
/-- The evolution equation `U' = A U` at time `t`, read entry by entry. -/
def SolvesAt (A U : ℝ → Matrix (Fin 3) (Fin 3) ℝ) (t : ℝ) : Prop :=
  ∀ i j, HasDerivAt (fun s => U s i j) ((A t * U t) i j) t
```

The generator of the example is $A(t) = E_{12} + t\,E_{23}$. Since $E_{12}E_{23} = E_{13}$ and $E_{23}E_{12} = 0$, its commutator at two times is

$$[A(t), A(s)] = (s - t)\,E_{13},$$

which is nonzero whenever $s \neq t$.

```lean
/-- The time-dependent generator `A(t) = E12 + t E23`. -/
def drive (t : ℝ) : Matrix (Fin 3) (Fin 3) ℝ := gen 1 t 0
```

The integral of a matrix function is taken entry by entry from $0$ to $t$, with the usual sign convention when $t$ is negative.

```lean
/-- The entrywise integral of a matrix function from time `0` to time `t`. -/
def integrated (A : ℝ → Matrix (Fin 3) (Fin 3) ℝ) (t : ℝ) :
    Matrix (Fin 3) (Fin 3) ℝ :=
  Matrix.of fun i j => ∫ s in (0 : ℝ)..t, A s i j
```

## The exponential series stops after the quadratic term

Let $N = a\,E_{12} + b\,E_{23} + c\,E_{13}$. Multiplying out gives $N^2 = ab\,E_{13}$ and $N^3 = 0$. Therefore

$$e^N = 1 + N + \tfrac12 N^2 = \begin{pmatrix} 1 & a & c + \tfrac12 ab\\ 0 & 1 & b\\ 0 & 0 & 1\end{pmatrix}.$$

The proof of `exp_gen` follows the same route. The facts `h2` and `h3` are the two powers, checked entry by entry, and `hz` says that all terms from the third power on vanish. The infinite sum then reduces to its first three terms, which are added up. The exponential is Mathlib's general one, so the closed form is a theorem and not a definition.

```lean
/-- The exponential of `a E12 + b E23 + c E13` is unit upper triangular, with
corner entry `c + a b / 2`. -/
theorem exp_gen (a b c : ℝ) :
    NormedSpace.exp (gen a b c) = !![1, a, c + a * b / 2; 0, 1, b; 0, 0, 1] := by
  have h2 : gen a b c ^ 2 = gen 0 0 (a * b) := by
    rw [pow_two]
    ext i j
    fin_cases i <;> fin_cases j <;> simp [gen, Matrix.mul_apply, Fin.sum_univ_three]
  have h3 : gen a b c ^ 3 = 0 := by
    rw [pow_succ, h2]
    ext i j
    fin_cases i <;> fin_cases j <;> simp [gen, Matrix.mul_apply, Fin.sum_univ_three]
  -- the exponential series stops after the quadratic term
  have hz : ∀ n ∉ Finset.range 3, ((n.factorial : ℝ)⁻¹) • gen a b c ^ n = 0 := by
    intro n hn
    have hn' : 3 ≤ n := by simpa using hn
    rw [pow_eq_zero_of_le hn' h3, smul_zero]
  rw [NormedSpace.exp_eq_tsum ℝ]
  show (∑' n : ℕ, ((n.factorial : ℝ)⁻¹) • gen a b c ^ n) = _
  rw [tsum_eq_sum hz, Finset.sum_range_succ, Finset.sum_range_succ,
    Finset.sum_range_succ, Finset.sum_range_zero, h2, pow_zero, pow_one]
  ext i j
  fin_cases i <;> fin_cases j <;>
    simp [gen, Nat.factorial]
  ring
```

## The corner entry carries the only condition

Now let the coefficients depend on time. Take $A = a\,E_{12} + b\,E_{23}$ and try

$$V = \exp(f\,E_{12} + g\,E_{23} + w\,E_{13}),$$

where at the time $t$ in question $f' = a$, $g' = b$ and $w' = c$. From here on $c$ is the derivative of the corner coefficient. By the closed form,

$$V = \begin{pmatrix} 1 & f & w + \tfrac12 fg\\ 0 & 1 & g\\ 0 & 0 & 1\end{pmatrix}, \qquad AV = \begin{pmatrix} 0 & a & ag\\ 0 & 0 & b\\ 0 & 0 & 0\end{pmatrix}.$$

Eight of the nine entries of $V' = AV$ hold automatically: they read $f' = a$, $g' = b$ or $0 = 0$. The corner entry requires

$$c + \tfrac12(ag + fb) = ag, \qquad\text{that is}\qquad c = \tfrac12(ag - bf).$$

So the equation holds at $t$ exactly when the corner coefficient has this derivative there. Both directions matter, because the same criterion will refute one candidate and confirm another.

In `exp_solves_iff`, `corner` is the product rule for $w + \tfrac12 fg$ and `prod` is the matrix $AV$. The forward direction compares two derivatives of the same function at the same point, which must agree. The backward direction goes through the nine entries in turn. The derivatives of $f$, $g$ and $w$ are assumed only at the single time $t$.

```lean
/-- Let `A = a E12 + b E23`, and let `f`, `g`, `w` have derivatives `a`, `b`, `c` at
time `t`. Then `exp (f E12 + g E23 + w E13)` obeys `U' = A U` at `t` exactly when
`c = (a g - b f) / 2` there. -/
theorem exp_solves_iff {a b f g w : ℝ → ℝ} {c t : ℝ}
    (hf : HasDerivAt f (a t) t) (hg : HasDerivAt g (b t) t) (hw : HasDerivAt w c t) :
    SolvesAt (fun s => gen (a s) (b s) 0)
      (fun s => NormedSpace.exp (gen (f s) (g s) (w s))) t ↔
      c = (a t * g t - b t * f t) / 2 := by
  have corner : HasDerivAt (fun s => w s + f s * g s / 2)
      (c + (a t * g t + f t * b t) / 2) t :=
    hw.fun_add ((hf.fun_mul hg).div_const 2)
  have prod : gen (a t) (b t) 0 *
      !![1, f t, w t + f t * g t / 2; 0, 1, g t; 0, 0, 1] =
      !![0, a t, a t * g t; 0, 0, b t; 0, 0, 0] := by
    ext i j
    fin_cases i <;> fin_cases j <;> simp [gen, Matrix.mul_apply, Fin.sum_univ_three]
  unfold SolvesAt
  simp only [exp_gen, prod]
  constructor
  · -- only the corner entry carries a condition
    intro h
    have h02 : HasDerivAt (fun s => w s + f s * g s / 2) (a t * g t) t := h 0 2
    linarith [corner.unique h02]
  · intro h i j
    have h02 : HasDerivAt (fun s => w s + f s * g s / 2) (a t * g t) t :=
      corner.congr_deriv (by linarith)
    fin_cases i <;> fin_cases j
    · exact hasDerivAt_const t (1 : ℝ)
    · exact hf
    · exact h02
    · exact hasDerivAt_const t (0 : ℝ)
    · exact hasDerivAt_const t (1 : ℝ)
    · exact hg
    · exact hasDerivAt_const t (0 : ℝ)
    · exact hasDerivAt_const t (0 : ℝ)
    · exact hasDerivAt_const t (1 : ℝ)
```

## Exponentiating the integral fails away from t = 0

For the generator of the example,

$$\int_0^t A(s)\,ds = t\,E_{12} + \tfrac12 t^2\,E_{23},$$

with nothing in the corner.

```lean
/-- The integral of `E12 + s E23` over `[0, t]` is `t E12 + (t^2/2) E23`. -/
theorem integrated_drive (t : ℝ) : integrated drive t = gen t (t ^ 2 / 2) 0 := by
  ext i j
  fin_cases i <;> fin_cases j <;> simp [integrated, drive, gen]
```

The exponential does have a corner entry, produced by the quadratic term of the series:

$$0 + \tfrac12 \cdot t \cdot \tfrac12 t^2 = \tfrac14 t^3.$$

```lean
/-- The exponential of the integrated generator has (1,3) entry `t^3/4`. -/
theorem naive_corner (t : ℝ) :
    NormedSpace.exp (integrated drive t) 0 2 = t ^ 3 / 4 := by
  rw [integrated_drive, exp_gen]
  show 0 + t * (t ^ 2 / 2) / 2 = t ^ 3 / 4
  ring
```

To apply the criterion, two elementary derivatives are needed. The first is $(s^2/2)' = s$.

```lean
/-- The function `s^2/2` has derivative `t` at `t`. -/
private theorem hasDerivAt_half_sq (t : ℝ) : HasDerivAt (fun s : ℝ => s ^ 2 / 2) t t :=
  ((hasDerivAt_pow 2 t).div_const 2).congr_deriv (by push_cast; ring)
```

The second is $(s^3/k)' = 3s^2/k$, which serves later for the corrected corner and for the uniqueness argument.

```lean
/-- The function `s^3/k` has derivative `3 t^2/k` at `t`, for nonzero `k`. -/
private theorem hasDerivAt_cube_div (k t : ℝ) :
    HasDerivAt (fun s : ℝ => s ^ 3 / k) (3 * t ^ 2 / k) t :=
  ((hasDerivAt_pow 3 t).div_const k).congr_deriv (by push_cast; ring)
```

Here $a = 1$, $b = t$, $f = t$, $g = t^2/2$ and $w = 0$. The corner coefficient is constant, so its derivative is $0$, while the criterion demands

$$\tfrac12\left(\tfrac12 t^2 - t\cdot t\right) = -\tfrac14 t^2.$$

The two agree only when $t = 0$. The exponential of the integral therefore starts out correctly, with the right value and the right derivative at time zero, and violates the evolution equation at every other time, however short.

The theorem `naive_solves_iff` states this as an equivalence. Its intermediate fact `key` is the criterion with these functions inserted; what remains is to solve a quadratic equation in $t$.

```lean
/-- For `A(t) = E12 + t E23`, the exponential of the integral of `A` obeys `U' = A U`
at time `t` only if `t = 0`, and there it does. -/
theorem naive_solves_iff (t : ℝ) :
    SolvesAt drive (fun s => NormedSpace.exp (integrated drive s)) t ↔ t = 0 := by
  simp only [integrated_drive]
  have key : SolvesAt drive (fun s => NormedSpace.exp (gen s (s ^ 2 / 2) 0)) t ↔
      (0 : ℝ) = (1 * (t ^ 2 / 2) - t * t) / 2 :=
    exp_solves_iff (a := fun _ => 1) (b := fun s => s) (f := fun s => s)
      (g := fun s => s ^ 2 / 2) (w := fun _ => 0)
      (hasDerivAt_id' t) (hasDerivAt_half_sq t) (hasDerivAt_const t 0)
  rw [key]
  constructor
  · intro h
    have h2 : t ^ 2 = 0 := by linarith
    exact (pow_eq_zero_iff two_ne_zero).mp h2
  · intro h
    rw [h]
    norm_num
```

## The corrected exponent gives the only solution with U(0) = 1

The criterion also says what to add. The corner coefficient must satisfy $w' = -t^2/4$, and $w = 0$ at time zero makes the exponential start at the identity. Hence $w = -t^3/12$, and

$$U(t) = \exp\!\left(t\,E_{12} + \tfrac12 t^2\,E_{23} - \tfrac1{12}t^3\,E_{13}\right) = \begin{pmatrix} 1 & t & \tfrac16 t^3\\ 0 & 1 & \tfrac12 t^2\\ 0 & 0 & 1\end{pmatrix}.$$

The correct corner is $t^3/6$, where the exponential of the integral has $t^3/4$.

For uniqueness, take any solution and let $x, y, z$ be the entries of one of its columns, from top to bottom. The equation $U' = AU$ reads

$$x' = y, \qquad y' = t\,z, \qquad z' = 0.$$

Three combinations are then constant in time:

$$z, \qquad y - \tfrac12 t^2 z, \qquad x - t\,y + \tfrac13 t^3 z.$$

The derivative of the last one, for instance, is $y - y - t\cdot t z + t^2 z = 0$. With initial values $x_0, y_0, z_0$ this gives

$$z = z_0, \qquad y = y_0 + \tfrac12 t^2 z_0, \qquad x = x_0 + t\,y_0 + \tfrac16 t^3 z_0.$$

Inserting the three columns of the identity matrix reproduces the matrix above.

The theorem `propagator_iff` combines the two parts: a matrix function solves the equation at all times and equals the identity at time zero if and only if it is this exponential at every time. No form is assumed for $U$ beforehand, not even that it is triangular. In the proof, `d0`, `d1` and `d2` are the equations for $x$, $y$ and $z$. The facts `r2`, `r1` and `r0` use the three constants, from the bottom row upwards, to express the entries at time $t$ through the initial ones. The converse applies `exp_solves_iff` with the corner $-s^3/12$ and then checks the value at time zero.

```lean
/-- For `A(t) = E12 + t E23`, a matrix function `U` obeys `U' = A U` at all times with
`U(0) = 1` if and only if `U(t) = exp (t E12 + (t^2/2) E23 - (t^3/12) E13)`. -/
theorem propagator_iff (U : ℝ → Matrix (Fin 3) (Fin 3) ℝ) :
    ((∀ t, SolvesAt drive U t) ∧ U 0 = 1) ↔
      ∀ t, U t = NormedSpace.exp (gen t (t ^ 2 / 2) (-(t ^ 3 / 12))) := by
  constructor
  · rintro ⟨hU, h0⟩ t
    have d2 : ∀ j s, HasDerivAt (fun s => U s 2 j) 0 s := fun j s =>
      (hU s 2 j).congr_deriv (by simp [drive, gen, Matrix.mul_apply, Fin.sum_univ_three])
    have d1 : ∀ j s, HasDerivAt (fun s => U s 1 j) (s * U s 2 j) s := fun j s =>
      (hU s 1 j).congr_deriv (by simp [drive, gen, Matrix.mul_apply, Fin.sum_univ_three])
    have d0 : ∀ j s, HasDerivAt (fun s => U s 0 j) (U s 1 j) s := fun j s =>
      (hU s 0 j).congr_deriv (by simp [drive, gen, Matrix.mul_apply, Fin.sum_univ_three])
    have const : ∀ {φ : ℝ → ℝ}, (∀ s, HasDerivAt φ 0 s) → φ t = φ 0 := fun h =>
      is_const_of_deriv_eq_zero (fun s => (h s).differentiableAt) (fun s => (h s).deriv) t 0
    -- three constants of the motion in each column determine the solution
    have r2 : ∀ j, U t 2 j = (1 : Matrix (Fin 3) (Fin 3) ℝ) 2 j := by
      intro j
      have e := const (d2 j)
      beta_reduce at e
      rw [e, h0]
    have r1 : ∀ j, U t 1 j = (1 : Matrix (Fin 3) (Fin 3) ℝ) 1 j
        + t ^ 2 / 2 * (1 : Matrix (Fin 3) (Fin 3) ℝ) 2 j := by
      intro j
      have k : ∀ s, HasDerivAt (fun s => U s 1 j - s ^ 2 / 2 * U s 2 j) 0 s := fun s =>
        ((d1 j s).fun_sub ((hasDerivAt_half_sq s).fun_mul (d2 j s))).congr_deriv (by ring)
      have e := const k
      beta_reduce at e
      rw [r2 j, h0] at e
      linear_combination e
    have r0 : ∀ j, U t 0 j = (1 : Matrix (Fin 3) (Fin 3) ℝ) 0 j
        + t * (1 : Matrix (Fin 3) (Fin 3) ℝ) 1 j
        + t ^ 3 / 6 * (1 : Matrix (Fin 3) (Fin 3) ℝ) 2 j := by
      intro j
      have k : ∀ s, HasDerivAt
          (fun s => U s 0 j - s * U s 1 j + s ^ 3 / 3 * U s 2 j) 0 s := fun s =>
        (((d0 j s).fun_sub ((hasDerivAt_id' s).fun_mul (d1 j s))).fun_add
          ((hasDerivAt_cube_div 3 s).fun_mul (d2 j s))).congr_deriv (by ring)
      have e := const k
      beta_reduce at e
      rw [r1 j, r2 j, h0] at e
      linear_combination e
    rw [exp_gen]
    ext i j
    fin_cases i
    · refine (r0 j).trans ?_
      fin_cases j <;> simp [Matrix.one_apply]
      ring
    · refine (r1 j).trans ?_
      fin_cases j <;> simp [Matrix.one_apply]
    · refine (r2 j).trans ?_
      fin_cases j <;> simp [Matrix.one_apply]
  · intro h
    obtain rfl : U = fun t => NormedSpace.exp (gen t (t ^ 2 / 2) (-(t ^ 3 / 12))) :=
      funext h
    constructor
    · intro t
      -- the corner -t^3/12 has exactly the derivative that the criterion demands
      exact (exp_solves_iff (a := fun _ => 1) (b := fun s => s) (f := fun s => s)
        (g := fun s => s ^ 2 / 2) (w := fun s => -(s ^ 3 / 12))
        (hasDerivAt_id' t) (hasDerivAt_half_sq t)
        (hasDerivAt_cube_div 12 t).fun_neg).mpr (by ring)
    · beta_reduce
      rw [exp_gen]
      ext i j
      fin_cases i <;> fin_cases j <;> simp

end

end MagnusCounterexample
```

The Magnus expansion writes the exponent of the propagator as a series whose first term is the integral of $A$. Its second term is $\tfrac12\int_0^t\int_0^s [A(s),A(r)]\,dr\,ds$, which for this generator equals $-\tfrac1{12}t^3E_{13}$. All later terms vanish here, because they are built from nested commutators and $E_{13}$ commutes with both $E_{12}$ and $E_{23}$. The generator is real and strictly triangular, not anti-Hermitian, so $U$ is not unitary for $t \neq 0$ and the example does not describe the evolution of a closed quantum system. The theorems give no error bound for other generators.

```lean
#print axioms MagnusCounterexample.naive_corner
-- 'MagnusCounterexample.naive_corner' depends on axioms: [propext, Classical.choice, Quot.sound]
#print axioms MagnusCounterexample.naive_solves_iff
-- 'MagnusCounterexample.naive_solves_iff' depends on axioms: [propext, Classical.choice, Quot.sound]
#print axioms MagnusCounterexample.propagator_iff
-- 'MagnusCounterexample.propagator_iff' depends on axioms: [propext, Classical.choice, Quot.sound]
```
